# Mixing fermionic orbital operators multiplies their ordered product by a determinant

After a Hartree–Fock or Kohn–Sham calculation has converged, one often replaces the $n$ occupied spin orbitals by linear combinations of themselves, for example to localise them or to make them diagonalise the Fock matrix. The string of creation operators that defines the single-determinant state then changes only by a scalar factor, the determinant of the mixing matrix. When the mixing matrix is invertible, in practice unitary, this factor is nonzero and the physical state is the same. The result below establishes this factor for finitely many modes, as an identity between operators. Passing from the operator string to a state vector uses a vacuum, normalisation uses an inner product, and the Slater determinant of wave mechanics is an antisymmetric function of particle coordinates; none of these enters the general theorems. The theorem called `pauli_exclusion` below is the algebraic statement that a string with a repeated operator vanishes, not a statement about states or occupation numbers.

## The claim

Let $A$ be an associative algebra over a commutative ring $R$, and let $c_1,\dots,c_N \in A$ satisfy

$$c_p c_q = -c_q c_p, \qquad c_p^2 = 0 .$$

For an $N\times N$ matrix $M$ over $R$ set $d_i = \sum_j M_{ij}\, c_j$. Then

$$d_1 d_2 \cdots d_N = \det(M)\; c_1 c_2 \cdots c_N .$$

For $N = 2$ one can multiply out directly:

$$(M_{11}c_1 + M_{12}c_2)(M_{21}c_1 + M_{22}c_2) = M_{11}M_{22}\,c_1c_2 + M_{12}M_{21}\,c_2c_1 = (M_{11}M_{22} - M_{12}M_{21})\,c_1c_2 .$$

The terms in $c_1^2$ and $c_2^2$ drop out, and the minus sign comes from reordering $c_2c_1$.

Both relations are needed. If two operators square to zero but commute, the same computation gives the permanent $M_{11}M_{22} + M_{12}M_{21}$ in place of the determinant. The first relation with $p = q$ reads $2c_p^2 = 0$, which implies the second over $\mathbb{R}$ or $\mathbb{C}$ but not over every ring. For $R = A = \mathbb{Z}/2$ and $c_1 = c_2 = 1$ the first relation holds, and the matrix with both rows equal to $(1,0)$ has determinant $0$ while $d_1 d_2 = 1$.

## Derivation by hand

For a coefficient vector $v$ write $d(v) = \sum_j v_j c_j$.

*Step 1: orbital operators obey the same relations.* For two vectors,

$$d(u)\,d(v) = \sum_{j,k} u_j v_k\, c_j c_k = -\sum_{j,k} v_k u_j\, c_k c_j = -d(v)\,d(u),$$

where the coefficients commute with each other and with the operators. For the square, pair the terms $(j,k)$ and $(k,j)$:

$$d(v)^2 = \sum_j v_j^2\, c_j^2 + \sum_{j<k} v_j v_k\,(c_j c_k + c_k c_j) = 0 .$$

*Step 2: a repeated label kills a string.* Let $a_p$ be any family with the two relations. If $p$ occurs among $q_1,\dots,q_m$, then $a_p\, a_{q_1}\cdots a_{q_m} = 0$, because $a_p$ can be moved to the right, at the cost of one sign per factor, until it stands next to its copy and $a_p^2 = 0$ applies. In a string with a repeated label, take the left one of two equal factors. The part of the string from that factor onward vanishes, and so does the whole product.

*Step 3: reordering gives the sign.* The function $F(v_1,\dots,v_n) = d(v_1)\cdots d(v_n)$ is linear in each argument. By steps 1 and 2 it vanishes when two arguments are equal. Put $u + w$ in two slots and expand:

$$0 = F(\dots,u+w,\dots,u+w,\dots) = F(\dots,u,\dots,w,\dots) + F(\dots,w,\dots,u,\dots),$$

since the two terms with equal entries vanish. Every transposition therefore flips the sign, and a permutation $\sigma$, being a product of transpositions, contributes $\operatorname{sgn}\sigma$. For unit vectors $d(e_i) = c_i$, so

$$c_{\sigma(1)}\cdots c_{\sigma(N)} = \operatorname{sgn}(\sigma)\; c_1\cdots c_N .$$

*Step 4: expansion.* Distributing the product over the $N$ sums chooses one mode $r(i)$ from each factor:

$$d_1\cdots d_N = \sum_{r} \Big(\prod_i M_{i\,r(i)}\Big)\, c_{r(1)}\cdots c_{r(N)},$$

with $r$ running over all $N^N$ maps from $\{1,\dots,N\}$ to itself.

*Step 5: the Leibniz formula.* Maps $r$ that are not injective contribute zero by step 2. An injective map of a finite set to itself is a permutation, so step 3 gives

$$d_1\cdots d_N = \Big(\sum_{\sigma}\operatorname{sgn}(\sigma)\prod_i M_{i\,\sigma(i)}\Big)\, c_1\cdots c_N = \det(M)\, c_1\cdots c_N .$$

Two consequences need little more. With $n$ orbitals in fewer than $n$ modes, no map $r$ in step 4 is injective and the product is zero. With $n$ orbitals given as the rows of an $n\times K$ matrix $\Phi$ and mixed by an $n\times n$ matrix $U$, the operator of row $i$ of $U\Phi$ is $\sum_k U_{ik}\, d(\Phi_k)$. The $d(\Phi_k)$ satisfy the two relations by step 1, so the claim applied to them multiplies their product by $\det U$.

## The formal setting

In Lean 4 with Mathlib:

```lean
import Mathlib

open Finset

namespace FermionDeterminant

noncomputable section

variable {R A ι κ : Type*} [CommRing R] [Ring A] [Algebra R A] [Fintype ι] {n : ℕ}
```

The ring `R` holds the coefficients, in practice $\mathbb{R}$ or $\mathbb{C}$. The ring `A` holds the operators and is not assumed commutative or finite-dimensional. The assumption `Algebra R A` makes scalars commute with operators, as step 1 requires. There are three kinds of labels. The type `ι` is a finite set of modes, `κ` is an arbitrary set of labels, and `Fin n` is the ordered set $0,\dots,n-1$ of positions in a string.

```lean
/-- A family of operators that pairwise anticommute and square to zero. -/
structure IsFermionic (c : κ → A) : Prop where
  anticomm : ∀ p q, c p * c q = -(c q * c p)
  sq_zero : ∀ p, c p * c p = 0
```

The structure `IsFermionic c` consists of the two relations and nothing else. No adjoint is mentioned, and the mixed relation between a creator and an annihilator is not assumed. Creation operators satisfy `IsFermionic`, and so do annihilation operators. No overlap matrix enters, so nothing requires the one-particle basis to be orthonormal.

```lean
/-- The operator `∑ j, v j • c j` of the orbital with coefficient vector `v`. -/
def orbital (c : ι → A) (v : ι → R) : A := ∑ j, v j • c j

/-- The ordered product `a 0 * a 1 * ⋯ * a (n-1)` of a string of operators. -/
def orderedProd (a : Fin n → A) : A := (List.ofFn a).prod
```

`orbital c v` is $d(v)$, linear in $v$ with no complex conjugation. In the theorems below the vector is a row `M i`, so orbitals are rows of $M$. A coefficient matrix with orbitals in its columns has to be transposed first, which leaves a determinant unchanged. `orderedProd a` multiplies from left to right in the order of the index, so `a 0` stands leftmost. The empty string has product $1$.

## Orbital operators and the exclusion rule

```lean
/-- An operator that anticommutes with every `c j` anticommutes with their finite
linear combinations. -/
theorem anticomm_sum (c : κ → A) (x : A) (hx : ∀ j, x * c j = -(c j * x))
    (s : Finset κ) (v : κ → R) :
    x * ∑ j ∈ s, v j • c j = -((∑ j ∈ s, v j • c j) * x) := by
  rw [Finset.mul_sum, Finset.sum_mul, ← Finset.sum_neg_distrib]
  refine Finset.sum_congr rfl fun j _ => ?_
  rw [mul_smul_comm, smul_mul_assoc, hx j, smul_neg]
```

This lemma is half of the first computation in step 1. The product is distributed over the sum on both sides, the scalar `v j` is pulled out of each term, and `hx j` supplies the sign. It holds for a sum over any finite subset `s` of labels, which the induction in the next theorem uses.

```lean
variable (R) in
/-- The orbital operators built from a fermionic family again anticommute pairwise
and square to zero. -/
theorem orbital_fermionic {c : ι → A} (hc : IsFermionic c) :
    IsFermionic (fun v : ι → R => orbital c v) := by
  constructor
  · intro u v
    refine anticomm_sum c (orbital c u) (fun j => ?_) Finset.univ v
    have h := anticomm_sum c (c j) (hc.anticomm j) Finset.univ u
    unfold orbital
    rw [h, neg_neg]
  · intro v
    -- add one mode at a time: the two cross terms cancel
    have key : ∀ s : Finset ι, (∑ j ∈ s, v j • c j) * (∑ j ∈ s, v j • c j) = 0 := by
      classical
      intro s
      induction s using Finset.induction_on with
      | empty => simp
      | insert a s ha ih =>
        have h := anticomm_sum c (c a) (hc.anticomm a) s v
        rw [Finset.sum_insert ha]
        simp only [add_mul, mul_add, smul_mul_assoc, mul_smul_comm, hc.sq_zero a, h, ih,
          smul_zero, smul_neg]
        abel
    exact key Finset.univ
```

The conclusion treats the orbital operators as one family labelled by all coefficient vectors, `v : ι → R`. This label set is usually infinite, which is the reason `IsFermionic` allows an arbitrary `κ`. Anticommutation uses `anticomm_sum` twice: first each $c_j$ anticommutes with $d(u)$, and then $d(u)$ anticommutes with the combination $d(v)$. For the square, the modes carry no order, so the sum over $j<k$ is replaced by an induction on the set of modes. With $S$ the sum over the modes already included,

$$(v_a c_a + S)^2 = v_a^2 c_a^2 + v_a\,(c_a S + S c_a) + S^2 ,$$

and the three parts vanish by `hc.sq_zero a`, by `h` and by the induction hypothesis `ih`.

```lean
/-- A fermionic operator times a string that already contains it is zero. -/
theorem creation_occupied {a : κ → A} (ha : IsFermionic a) (l : List κ) (p : κ)
    (hp : p ∈ l) : a p * (l.map a).prod = 0 := by
  induction l with
  | nil => simp at hp
  | cons q l ih =>
    rw [List.map_cons, List.prod_cons, ← mul_assoc]
    rcases List.mem_cons.1 hp with h | h
    · rw [← h, ha.sq_zero, zero_mul]
    · -- move `a p` past the first factor
      rw [ha.anticomm p q, neg_mul, mul_assoc, ih h, mul_zero, neg_zero]

/-- A string of fermionic operators in which some label occurs twice
is zero. -/
theorem pauli_exclusion {a : κ → A} (ha : IsFermionic a) (r : Fin n → κ)
    (hr : ¬ Function.Injective r) : orderedProd (fun i => a (r i)) = 0 := by
  have key : ∀ l : List κ, ¬ l.Nodup → (l.map a).prod = 0 := by
    intro l
    induction l with
    | nil => intro h; exact absurd List.nodup_nil h
    | cons q l ih =>
      intro h
      rw [List.map_cons, List.prod_cons]
      by_cases hq : q ∈ l
      · exact creation_occupied ha l q hq
      · rw [ih (fun hn => h (List.nodup_cons.2 ⟨hq, hn⟩)), mul_zero]
  have h := key (List.ofFn r) (fun hn => hr (List.nodup_ofFn.1 hn))
  rw [List.map_ofFn] at h
  exact h
```

These two theorems are step 2. In `creation_occupied` the induction runs over the list of labels. If the first label equals `p`, the square vanishes. Otherwise `a p` is moved past the first factor and meets a shorter list that still contains `p`. In `pauli_exclusion` a string is given by a map `r` from positions to labels, and a repetition is stated as `¬ Function.Injective r`. The auxiliary statement `key` peels off the first factor: either it recurs in the tail and `creation_occupied` applies, or the repetition lies within the tail. The hypothesis concerns equal labels. For the orbital family this means equal coefficient vectors.

## The alternating form and the sign

```lean
variable (R) in
/-- The linear map from coefficient vectors to orbital operators. -/
def orbitalMap (c : ι → A) : (ι → R) →ₗ[R] A where
  toFun v := orbital c v
  map_add' u v := by simp [orbital, add_smul, Finset.sum_add_distrib]
  map_smul' r v := by simp [orbital, Finset.smul_sum, mul_smul]

variable (R) in
/-- The ordered product of `n` orbital operators as an alternating multilinear function
of the `n` coefficient vectors. -/
def slaterForm {c : ι → A} (hc : IsFermionic c) (n : ℕ) : (ι → R) [⋀^Fin n]→ₗ[R] A :=
  { (MultilinearMap.mkPiAlgebraFin R n A).compLinearMap (fun _ => orbitalMap R c) with
    map_eq_zero_of_eq' := fun v i j hv hij => by
      have h := pauli_exclusion (orbital_fermionic R hc) v (fun hinj => hij (hinj hv))
      exact h }

/-- The value of the alternating form is the ordered product of the orbital operators. -/
theorem slaterForm_apply {c : ι → A} (hc : IsFermionic c) (v : Fin n → ι → R) :
    slaterForm R hc n v = orderedProd (fun i => orbital c (v i)) := rfl
```

`orbitalMap` records that $v \mapsto d(v)$ is linear. Mathlib's `MultilinearMap.mkPiAlgebraFin R n A` is the ordered product of $n$ elements of `A` as a multilinear map, and composing it with `orbitalMap` in every slot gives the function $F$ of step 3. The type `(ι → R) [⋀^Fin n]→ₗ[R] A` asks in addition that $F$ vanish when two arguments coincide, and this obligation is met by `pauli_exclusion` applied to the family of all orbital operators. `slaterForm_apply` states that the values of `slaterForm` are the ordered products, which holds by definition. The form takes values in operators, not in numbers.

```lean
variable (R) in
/-- Reordering a string of fermionic operators by a permutation multiplies it by the
sign of the permutation. -/
theorem orderedProd_perm {a : Fin n → A} (ha : IsFermionic a) (σ : Equiv.Perm (Fin n)) :
    orderedProd (fun i => a (σ i))
      = (((Equiv.Perm.sign σ : ℤˣ) : ℤ) : R) • orderedProd a := by
  have h := (slaterForm R ha n).map_perm (fun i => (Pi.single i 1 : Fin n → R)) σ
  -- unit coefficient vectors give back the operators themselves
  have e : ∀ i, orbital a (Pi.single i 1 : Fin n → R) = a i := by
    intro i
    simp [orbital, Pi.single_apply, ite_smul]
  rw [slaterForm_apply, slaterForm_apply, Units.smul_def] at h
  simp only [Function.comp_apply, e] at h
  rw [Int.cast_smul_eq_zsmul]
  exact h
```

The lemma `map_perm` is the general fact that an alternating map changes by the sign when its arguments are permuted, the fact derived in step 3 from the expansion in $u + w$. It is applied to the unit vectors `Pi.single i 1`, and `e` is the identity $d(e_i) = a_i$. The sign is the integer $\pm 1$ read as an element of `R`.

## Expansion and the determinant

```lean
/-- The product of `n` orbital operators expands over all assignments `r` of a mode to
each orbital, with coefficient `∏ i, M i (r i)`. -/
theorem expansion (c : ι → A) (M : Matrix (Fin n) ι R) :
    orderedProd (fun i => orbital c (M i))
      = ∑ r : Fin n → ι, (∏ i, M i (r i)) • orderedProd (fun i => c (r i)) := by
  have h := (MultilinearMap.mkPiAlgebraFin R n A).map_sum
    (fun (i : Fin n) (j : ι) => M i j • c j)
  refine h.trans (Finset.sum_congr rfl fun r _ => ?_)
  exact (MultilinearMap.mkPiAlgebraFin R n A).map_smul_univ
    (fun i => M i (r i)) (fun i => c (r i))
```

This is step 4, for a rectangular matrix with $n$ rows and columns labelled by `ι`. It has no fermionic hypothesis, since it uses only distributivity. `map_sum` turns the product of sums into a sum over all assignments `r : Fin n → ι`, and `map_smul_univ` collects the scalars into `∏ i, M i (r i)`.

```lean
/-- For fermionic `c` and `d i = ∑ j, M i j • c j` with `M` square, the ordered product
of the `d i` is `det M` times the ordered product of the `c j`. -/
theorem orderedProd_eq_det_smul {c : Fin n → A} (hc : IsFermionic c)
    (M : Matrix (Fin n) (Fin n) R) :
    orderedProd (fun i => orbital c (M i)) = M.det • orderedProd c := by
  rw [expansion c M, ← Matrix.det_transpose M, Matrix.det_apply', Finset.sum_smul]
  let e : Equiv.Perm (Fin n) ↪ (Fin n → Fin n) :=
    ⟨fun σ i => σ i, fun σ τ h => Equiv.ext fun x => congrFun h x⟩
  -- assignments that are not permutations repeat a label, so their terms vanish
  have hz : ∀ r ∈ (Finset.univ : Finset (Fin n → Fin n)), r ∉ Finset.univ.map e →
      (∏ i, M i (r i)) • orderedProd (fun i => c (r i)) = 0 := by
    intro r _ hr
    have hni : ¬ Function.Injective r := fun hi => hr (Finset.mem_map.2
      ⟨Equiv.ofBijective r (Finite.injective_iff_bijective.1 hi), Finset.mem_univ _, rfl⟩)
    rw [pauli_exclusion hc r hni, smul_zero]
  refine (Finset.sum_subset (Finset.subset_univ _) hz).symm.trans ?_
  rw [Finset.sum_map]
  refine Finset.sum_congr rfl fun σ _ => ?_
  -- each permutation contributes its term of the Leibniz formula
  change (∏ i, M i (σ i)) • orderedProd (fun i => c (σ i)) = _
  rw [orderedProd_perm R hc σ, smul_smul]
  congr 1
  exact mul_comm _ _
```

In words: for every $n$, every family `c` of $n$ elements of `A` with the two relations, and every $n\times n$ matrix `M` over `R`, the ordered product of the operators $\sum_j M_{ij}c_j$ equals `M.det` times the ordered product of the $c_j$. No invertibility or unitarity is assumed, so a matrix with zero determinant gives the zero operator.

The proof is step 5. Mathlib's `Matrix.det_apply'` permutes the row index, with terms $\prod_i M_{\sigma(i)\,i}$, while the expansion permutes the column index. Rewriting with `Matrix.det_transpose` reconciles the two. The embedding `e` views a permutation as an assignment. The statement `hz` says that an assignment outside its image contributes zero, because an injective one would be bijective and hence a permutation. `Finset.sum_subset` then restricts the sum to permutations, and `orderedProd_perm` converts each remaining string into the reference string times its sign.

## Overfilling and orbital mixing

```lean
/-- The product of more orbital operators than there are modes is zero. -/
theorem overfilled_eq_zero {c : ι → A} (hc : IsFermionic c) (M : Matrix (Fin n) ι R)
    (hn : Fintype.card ι < n) : orderedProd (fun i => orbital c (M i)) = 0 := by
  rw [expansion c M]
  refine Finset.sum_eq_zero fun r _ => ?_
  have hni : ¬ Function.Injective r := fun hi => by
    have h := Fintype.card_le_of_injective r hi
    rw [Fintype.card_fin] at h
    omega
  rw [pauli_exclusion hc r hni, smul_zero]
```

The hypothesis `Fintype.card ι < n` says that there are fewer modes than orbitals. An injective assignment would give $n \le$ `Fintype.card ι`, so every term of the expansion vanishes by `pauli_exclusion`. The product of more than $K$ orbital operators built from $K$ modes is zero, whatever the coefficients.

```lean
/-- Mixing `n` orbitals (the rows of `Φ`, in any finite set of modes) among themselves
by a square matrix `U` multiplies their ordered product by `det U`. -/
theorem orbital_mixing {c : ι → A} (hc : IsFermionic c) (U : Matrix (Fin n) (Fin n) R)
    (Φ : Matrix (Fin n) ι R) :
    orderedProd (fun i => orbital c ((U * Φ) i))
      = U.det • orderedProd (fun i => orbital c (Φ i)) := by
  have h := orbital_fermionic R hc
  have hΦ : IsFermionic (fun k => orbital c (Φ k)) :=
    ⟨fun p q => h.anticomm (Φ p) (Φ q), fun p => h.sq_zero (Φ p)⟩
  -- the mixed orbitals are combinations of the original orbital operators
  have e : (fun i => orbital c ((U * Φ) i))
      = fun i => orbital (fun k => orbital c (Φ k)) (U i) := by
    funext i
    simp only [orbital, Matrix.mul_apply, Finset.sum_smul, Finset.smul_sum, smul_smul]
    exact Finset.sum_comm
  rw [e]
  exact orderedProd_eq_det_smul hΦ U
```

This is the form used when occupied orbitals are mixed. The number of modes is finite but otherwise unrelated to $n$, the rows of `Φ` need not be orthonormal or independent, and `U` is any square matrix. `hΦ` restricts step 1 to the $n$ rows of `Φ`. The identity `e` is $\sum_j (U\Phi)_{ij}c_j = \sum_k U_{ik}\sum_j \Phi_{kj}c_j$, an exchange of two finite sums, after which the main theorem applies to the orbital operators in the role of the $c_j$.

Some further statements are familiar but are not established by these theorems. Applying both sides to a vacuum gives proportional state vectors. For unitary $U$ the factor $\det U$ has modulus one, so expectation values are unchanged. For fewer orbitals than modes the product expands over $n$-element subsets of modes with $n\times n$ minors as coefficients.

## An explicit fermionic family

The choice $c_p = 0$ satisfies both relations and reduces the theorem to $0 = 0$ for $N \ge 1$. The two-mode Jordan–Wigner matrices give a case with a nonzero product.

```lean
/-- Jordan-Wigner matrices of the creation operators of two modes, in the occupation
basis 00, 10, 01, 11. -/
def jw : Fin 2 → Matrix (Fin 4) (Fin 4) ℤ :=
  ![!![0, 0, 0, 0; 1, 0, 0, 0; 0, 0, 0, 0; 0, 0, 1, 0],
    !![0, 0, 0, 0; 0, 0, 0, 0; 1, 0, 0, 0; 0, -1, 0, 0]]
```

In the occupation basis $00, 10, 01, 11$, the matrix `jw 0` sends $00 \to 10$ and $01 \to 11$. The matrix `jw 1` sends $00 \to 01$ and $10 \to -11$, the sign arising from the occupied mode before it. The entries are integers, so `A` is the ring of $4\times 4$ integer matrices. The theorem below checks the relations entry by entry, and it shows that the product is nonzero through the entry `(jw 0 * jw 1) 3 0 = 1`, which says that `jw 0 * jw 1` has amplitude $+1$ from the empty state to the state with both modes filled.

```lean
/-- The two-mode Jordan-Wigner matrices are a fermionic family with nonzero ordered
product. -/
theorem isFermionic_witness : IsFermionic jw ∧ orderedProd jw ≠ 0 := by
  refine ⟨⟨?_, ?_⟩, ?_⟩
  · intro p q
    ext i j
    simp only [Matrix.mul_apply, Matrix.neg_apply, Fin.sum_univ_four]
    fin_cases p <;> fin_cases q <;> fin_cases i <;> fin_cases j <;> simp [jw]
  · intro p
    ext i j
    simp only [Matrix.mul_apply, Matrix.zero_apply, Fin.sum_univ_four]
    fin_cases p <;> fin_cases i <;> fin_cases j <;> simp [jw]
  · intro h
    have h2 : orderedProd jw = jw 0 * jw 1 := by
      simp [orderedProd, List.ofFn_succ]
    have h3 : (jw 0 * jw 1) 3 0 = 1 := by
      rw [Matrix.mul_apply, Fin.sum_univ_four]
      decide
    rw [h2] at h
    rw [h] at h3
    simp at h3

end

end FermionDeterminant
```

```lean
#print axioms FermionDeterminant.overfilled_eq_zero
#print axioms FermionDeterminant.orbital_mixing
```

```
'FermionDeterminant.overfilled_eq_zero' depends on axioms: [propext, Classical.choice, Quot.sound]
'FermionDeterminant.orbital_mixing' depends on axioms: [propext, Classical.choice, Quot.sound]
```
